# The Laguerre polynomials' generating function for real S and 0 ≤ q < 1

The theorem `hasSum_laguerre` states that, for real S and 0 ≤ q < 1, the series Σ qⁿ Lₙ(S) over n = 0, 1, 2, … converges to exp(−Sq/(1 − q))/(1 − q). In physics such a sum arises when the diagonal matrix elements of a displacement operator are averaged over the thermally occupied levels of a harmonic oscillator, with q the Boltzmann factor of one quantum; the theorem itself contains no oscillator and proves only the sum, with weights qⁿ that are not normalised. The proof writes each Lₙ(S) as its finite sum over k, which makes the whole a double series over n and k. Summing over n first leaves an exponential series in k, and absolute convergence, checked with |S| in place of −S, allows the order of summation to be exchanged.

This version doesn't compile in Lean 4 with Mathlib:

```lean
import Mathlib

open Finset
open scoped Nat

namespace SmallPolaronBandNarrowing

noncomputable section

/-- The Laguerre polynomial `L_n(S)`. -/
def laguerre (n : ℕ) (S : ℝ) : ℝ :=
  ∑ k ∈ range (n + 1), (n.choose k : ℝ) * ((-S) ^ k / (k ! : ℝ))

/-- For `0 ≤ q < 1`, the sum of `C(n,k) q^n` over all `n` is `q^k / (1 - q)^(k+1)`. -/
theorem hasSum_choose {q : ℝ} (h0 : 0 ≤ q) (h1 : q < 1) (k : ℕ) :
    HasSum (fun n : ℕ => (n.choose k : ℝ) * q ^ n) (q ^ k / (1 - q) ^ (k + 1)) := by
  have hq : ‖q‖ < 1 := by rwa [Real.norm_eq_abs, abs_of_nonneg h0]
  have h := (hasSum_choose_mul_geometric_of_norm_lt_one k hq).mul_left (q ^ k)
  have hz : ∑ i ∈ range k, (i.choose k : ℝ) * q ^ i = 0 :=
    Finset.sum_eq_zero fun i hi => by
      rw [Nat.choose_eq_zero_of_lt (Finset.mem_range.mp hi), Nat.cast_zero, zero_mul]
  refine (hasSum_nat_add_iff' k).mp ?_
  simp only [hz, sub_zero]
  convert h using 1
  · rfl
  · funext n
    ring
  · ring

/-- The generating function of the Laguerre polynomials. -/
theorem hasSum_laguerre {q : ℝ} (h0 : 0 ≤ q) (h1 : q < 1) (S : ℝ) :
    HasSum (fun n : ℕ => q ^ n * laguerre n S)
      (Real.exp (-S * (q / (1 - q))) / (1 - q)) := by
  have fiber (x : ℝ) (k : ℕ) := (hasSum_choose h0 h1 k).mul_right (x ^ k / (k ! : ℝ))
  -- the sum over k is an exponential series
  have outer (x : ℝ) : HasSum (fun k : ℕ => q ^ k / (1 - q) ^ (k + 1) * (x ^ k / (k ! : ℝ)))
      (Real.exp (x * (q / (1 - q))) / (1 - q)) := by
    have he : HasSum (fun k : ℕ => (x * (q / (1 - q))) ^ k / (k ! : ℝ))
        (Real.exp (x * (q / (1 - q)))) := by
      rw [Real.exp_eq_exp_ℝ, NormedSpace.exp_eq_tsum_div]
      exact (Real.summable_pow_div_factorial _).hasSum
    convert he.div_const (1 - q) using 1
    funext k
    rw [mul_pow, div_pow, pow_succ]
    simp only [div_eq_mul_inv, mul_inv]
    ring
  let F : ℝ → ℕ × ℕ → ℝ := fun x p =>
    (p.2.choose p.1 : ℝ) * q ^ p.2 * (x ^ p.1 / (p.1 ! : ℝ))
  -- absolute convergence of the double series
  have hG : Summable (F |S|) := by
    refine (summable_prod_of_nonneg (fun p => ?_)).mpr ⟨fun k => (fiber |S| k).summable, ?_⟩
    · change 0 ≤ (p.2.choose p.1 : ℝ) * q ^ p.2 * (|S| ^ p.1 / (p.1 ! : ℝ))
      positivity
    · have e : (fun k => ∑' n, F |S| (k, n)) =
          fun k : ℕ => q ^ k / (1 - q) ^ (k + 1) * (|S| ^ k / (k ! : ℝ)) :=
        funext fun k => (fiber |S| k).tsum_eq
      rw [e]
      exact (outer |S|).summable
  have hn : (fun p => ‖F (-S) p‖) = F |S| := by
    funext p
    simp only [F, norm_mul, norm_div, norm_pow, Real.norm_eq_abs, abs_neg, Nat.abs_cast,
      abs_of_nonneg h0]
  have hF : Summable (F (-S)) := Summable.of_norm (by rw [hn]; exact hG)
  have hval := (hF.hasSum.prod_fiberwise (fiber (-S))).unique (outer (-S))
  have hT := hF.hasSum
  rw [hval] at hT
  -- exchange the order of summation
  refine ((Equiv.prodComm ℕ ℕ).hasSum_iff.mpr hT).prod_fiberwise fun n => ?_
  change HasSum (fun k => F (-S) (k, n)) _
  have hs : q ^ n * laguerre n S = ∑ k ∈ range (n + 1), F (-S) (k, n) := by
    rw [laguerre, Finset.mul_sum]
    refine Finset.sum_congr rfl fun k _ => ?_
    simp only [F]
    ring
  rw [hs]
  refine hasSum_sum_of_ne_finset_zero fun k hk => ?_
  have hlt : n < k := by
    have := mt Finset.mem_range.mpr hk
    omega
  simp only [F, Nat.choose_eq_zero_of_lt hlt, Nat.cast_zero, zero_mul]

end

end SmallPolaronBandNarrowing
```

The error:

```
Main.lean:43:4: error: Tactic `apply` failed: could not unify the conclusion of `@funext`
  ?f = ?g
with the goal
  Real.instAddCommMonoid = Field.toSemifield.toDivisionSemiring.toAddCommMonoid

Note: The full type of `@funext` is
  ∀ {α : Sort ?u.152} {β : α → Sort ?u.151} {f g : (x : α) → β x}, (∀ (x : α), f x = g x) → f = g

case e'_3
q : ℝ
h0 : 0 ≤ q
h1 : q < 1
S : ℝ
fiber :
  ∀ (x : ℝ) (k : ℕ),
    HasSum (fun i => ↑(i.choose k) * q ^ i * (x ^ k / ↑k !)) (q ^ k / (1 - q) ^ (k + 1) * (x ^ k / ↑k !))
x : ℝ
he : HasSum (fun k => (x * (q / (1 - q))) ^ k / ↑k !) (Real.exp (x * (q / (1 - q))))
⊢ Real.instAddCommMonoid = Field.toSemifield.toDivisionSemiring.toAddCommMonoid
```

Fix (accepted with no message):

```diff
@@ -41,4 +41,5 @@
       exact (Real.summable_pow_div_factorial _).hasSum
     convert he.div_const (1 - q) using 1
+    · rfl
     funext k
     rw [mul_pow, div_pow, pow_succ]
```

What went wrong. The error arises in the step `outer`, where the exponential series `he` is divided by 1 − q. The tactic `convert he.div_const (1 - q) using 1` compares the wanted `HasSum` statement with the one supplied and leaves their differences as goals. The first of these isn't about the terms of the series. It asks whether two descriptions of addition on the reals agree: `Real.instAddCommMonoid`, and the structure reached through `Field.toSemifield.toDivisionSemiring`. The next line, `funext k`, was meant for the equality of the two series' terms, but it met this goal first. Since `funext` proves equalities between functions, and these are algebraic structures, Lean could not unify the two.

The added line `· rfl` closes the goal about addition, because the two structures are equal by definition. `funext k` then meets the equality of terms it was written for, and the algebra after it goes through unchanged.
